# Hartree self-energy of a two-Gaussian augmentation function and its equal-charge replacement

## Equal charge, different energy

Suppose a sharply structured augmentation function is replaced by a smoother one with the same total charge. For spherical densities the leading \(1/r\) term of the potential far away is then unchanged, but the Hartree self-energy generally is not. The failure is plainest for a neutral function made of two different Gaussians: its equal-charge Gaussian replacement is zero everywhere, and the whole self-energy is lost.

In ultrasoft pseudopotential calculations, augmentation functions restore the charge missing from the smooth density, and they are pseudized so that fewer plane waves are needed. For a model augmentation function made of two concentric Gaussians, the energy change caused by a one-Gaussian replacement can be written in closed form.

## The density and its energy

Take atomic units and a spherical charge density \(\rho(r)\) with real Fourier transform \(Q(G)\), where \(G\) is the length of the wave vector. The total charge is \(Q(0)\). The Coulomb kernel is \(4\pi/G^2\), so the Hartree self-energy is

\[
E[Q]=\frac12\int\frac{d^3G}{(2\pi)^3}\,\frac{4\pi}{G^2}\,Q(G)^2
=\frac1\pi\int_0^\infty Q(G)^2\,dG .
\]

The angular integration gives \(4\pi G^2\), which cancels the \(1/G^2\).

The unit-charge Gaussian density \((a/\pi)^{3/2}e^{-ar^2}\), with \(a>0\), has the transform \(g_a(G)=e^{-G^2/(4a)}\). A larger \(a\) means a narrower density in real space. The model augmentation function is \(Ag_a-Bg_b\) with real \(A,B\) and \(a,b>0\). Its charge is \(A-B\), so its equal-charge replacement is \((A-B)g_c\) with \(c>0\).

## The energies by direct integration

The product of two Gaussians is a Gaussian:

\[
g_a(G)g_b(G)=\exp\!\left(-\frac{a+b}{4ab}G^2\right).
\]

With \(\int_0^\infty e^{-kG^2}dG=\tfrac12\sqrt{\pi/k}\) and \(k=(a+b)/(4ab)\),

\[
\int_0^\infty g_ag_b\,dG=\sqrt{\frac{\pi ab}{a+b}}
=\pi\sqrt{\frac{ab}{\pi(a+b)}} .
\]

For a finite sum \(\sum_i A_i g_{a_i}\), expanding the square and integrating each product gives

\[
E=\sum_{i,j}A_iA_j\sqrt{\frac{a_ia_j}{\pi(a_i+a_j)}} .
\]

The diagonal root is \(\sqrt{a_i/(2\pi)}\). Two terms with charges \(A\) and \(-B\) therefore give

\[
E[Ag_a-Bg_b]=A^2\sqrt{\frac{a}{2\pi}}+B^2\sqrt{\frac{b}{2\pi}}
-2AB\sqrt{\frac{ab}{\pi(a+b)}},
\]

and the replacement has \(E[(A-B)g_c]=(A-B)^2\sqrt{c/(2\pi)}\).

## When a replacement can match

Write \(x=\sqrt{a/(2\pi)}\), \(y=\sqrt{b/(2\pi)}\) and \(z=\sqrt{ab/(\pi(a+b))}\). Then

\[
z^2(x^2+y^2)=\frac{ab}{2\pi^2}=2x^2y^2 .
\]

If \(a\neq b\), then \(x\neq y\), and

\[
xy(x^2+y^2)-z^2(x^2+y^2)=xy(x-y)^2>0,
\]

so \(z^2<xy\). Now complete the square in \(E=A^2x+B^2y-2ABz\):

\[
xE=(Ax-Bz)^2+B^2(xy-z^2).
\]

If \(B\neq0\), the second term is positive. If \(B=0\) and \(A\neq0\), the first term is \(A^2x^2>0\). Hence \(E>0\) whenever \(a\neq b\) and the amplitudes are not both zero.

For \(A=B\neq0\) and \(a\neq b\), the replacement has zero energy while the original has positive energy, so no width works. For \(A\neq B\), the original energy is positive even when \(a=b\), since it is then \((A-B)^2\sqrt{a/(2\pi)}\). Both sides of \((A-B)^2\sqrt{c/(2\pi)}=E\) are nonnegative, so squaring loses nothing and gives the unique solution

\[
c=\frac{2\pi E^2}{(A-B)^4}>0 .
\]

## The statements in Lean

`hartree Q` is \(E[Q]\), with `Set.Ioi (0 : ℝ)` as the half-line \(G>0\). It takes the reciprocal-space form of the energy as its definition; the angular integration leading to it is done by hand above, and its equivalence with the real-space Coulomb integral is taken from standard Fourier theory, not proved here. `gauss a G` is \(g_a(G)\), and `-G ^ 2` means \(-(G^2)\). Charge has no separate definition: equality of charge is expressed by the prefactor `A - B`.

- `hartree_sum` gives the double sum for any finite index set `s`, with all exponents in it positive.
- `hartree_difference` and `hartree_single` give the two energies to be compared.
- `hartree_difference_pos` states strict positivity, with `hab` requiring different exponents and `hAB` excluding two zero amplitudes.
- `neutral_replacement_lt` treats equal amplitudes `A`, so the replacement carries the prefactor `A - A`. It assumes `A ≠ 0` and different exponents; otherwise both energies would be zero.
- `charged_replacement_matches_iff` assumes `A ≠ B`. Its first part says that the proposed exponent is positive, and its second that a positive `c` matches the energy exactly when it equals that exponent.

The model is spherical, isolated and Gaussian throughout. It has no higher multipoles, no periodic images and no inner radius beyond which the original function is retained. Only the self-energy is compared, not the interaction with the remaining density. Nor do the theorems bound the matching \(c\) by \(a\) and \(b\), so matching the energy carries no promise of a softer function.

## The complete file

```lean
import Mathlib

open Real MeasureTheory

namespace AugmentationPseudization

noncomputable section

/-- Hartree self-energy, in atomic units, of a spherical charge density with real Fourier
transform `Q(G)`, for `Q` square-integrable on `G > 0`. -/
def hartree (Q : ℝ → ℝ) : ℝ := (1 / π) * ∫ G in Set.Ioi (0 : ℝ), Q G ^ 2

/-- Fourier transform of a Gaussian density of unit charge with exponent `a > 0`. -/
def gauss (a G : ℝ) : ℝ := exp (-G ^ 2 / (4 * a))

/-- The product of two Gaussians in reciprocal space is again a Gaussian. -/
theorem gauss_mul_gauss {a b : ℝ} (ha : 0 < a) (hb : 0 < b) (G : ℝ) :
    gauss a G * gauss b G = exp (-((a + b) / (4 * a * b)) * G ^ 2) := by
  unfold gauss
  rw [← Real.exp_add]
  congr 1
  field_simp
  ring

/-- The product of two Gaussians is integrable over `G > 0`. -/
theorem gauss_mul_integrable {a b : ℝ} (ha : 0 < a) (hb : 0 < b) :
    Integrable (fun G => gauss a G * gauss b G) (volume.restrict (Set.Ioi (0 : ℝ))) := by
  simp_rw [gauss_mul_gauss ha hb]
  have h : 0 < (a + b) / (4 * a * b) := by positivity
  exact (integrable_exp_neg_mul_sq h).integrableOn

/-- The overlap integral of two Gaussians over `G > 0`. -/
theorem gauss_overlap {a b : ℝ} (ha : 0 < a) (hb : 0 < b) :
    ∫ G in Set.Ioi (0 : ℝ), gauss a G * gauss b G = π * √(a * b / (π * (a + b))) := by
  simp_rw [gauss_mul_gauss ha hb]
  rw [integral_gaussian_Ioi]
  have hp := Real.pi_pos
  have h : π / ((a + b) / (4 * a * b)) = (2 * π) ^ 2 * (a * b / (π * (a + b))) := by
    field_simp
    ring
  rw [h, Real.sqrt_mul (by positivity), Real.sqrt_sq (by positivity)]
  ring

/-- The Hartree self-energy of any finite combination of Gaussians is a quadratic form in
their charges. -/
theorem hartree_sum {ι : Type*} (s : Finset ι) (A a : ι → ℝ) (ha : ∀ i ∈ s, 0 < a i) :
    hartree (fun G => ∑ i ∈ s, A i * gauss (a i) G) =
      ∑ i ∈ s, ∑ j ∈ s, A i * A j * √(a i * a j / (π * (a i + a j))) := by
  -- expand the square into pair products
  have h : ∀ G, (∑ i ∈ s, A i * gauss (a i) G) ^ 2 =
      ∑ i ∈ s, ∑ j ∈ s, A i * A j * (gauss (a i) G * gauss (a j) G) := by
    intro G
    rw [sq, Finset.sum_mul_sum]
    refine Finset.sum_congr rfl fun i _ => Finset.sum_congr rfl fun j _ => ?_
    ring
  unfold hartree
  simp_rw [h]
  -- integrate term by term
  rw [MeasureTheory.integral_finsetSum s (fun i hi => MeasureTheory.integrable_finsetSum s fun j hj =>
    (gauss_mul_integrable (ha i hi) (ha j hj)).const_mul (A i * A j)), Finset.mul_sum]
  refine Finset.sum_congr rfl fun i hi => ?_
  rw [MeasureTheory.integral_finsetSum s (fun j hj =>
    (gauss_mul_integrable (ha i hi) (ha j hj)).const_mul (A i * A j)), Finset.mul_sum]
  refine Finset.sum_congr rfl fun j hj => ?_
  rw [integral_const_mul, gauss_overlap (ha i hi) (ha j hj)]
  have hp : 1 / π * π = 1 := one_div_mul_cancel Real.pi_ne_zero
  linear_combination (A i * A j * √(a i * a j / (π * (a i + a j)))) * hp

/-- The Hartree self-energy of an augmentation function that is the difference of two
Gaussians with charges `A` and `B`. -/
theorem hartree_difference (A B : ℝ) {a b : ℝ} (ha : 0 < a) (hb : 0 < b) :
    hartree (fun G => A * gauss a G - B * gauss b G) =
      A ^ 2 * √(a / (2 * π)) + B ^ 2 * √(b / (2 * π))
        - 2 * A * B * √(a * b / (π * (a + b))) := by
  have h := hartree_sum Finset.univ ![A, -B] ![a, b] (by
    intro i _
    fin_cases i
    · exact ha
    · exact hb)
  simp only [Fin.sum_univ_two, Matrix.cons_val_zero, Matrix.cons_val_one] at h
  have diag : ∀ t : ℝ, 0 < t → t * t / (π * (t + t)) = t / (2 * π) := by
    intro t ht
    have hp := Real.pi_pos
    rw [div_eq_div_iff (by positivity) (by positivity)]
    ring
  rw [diag a ha, diag b hb, mul_comm b a, add_comm b a] at h
  have hf : (fun G => A * gauss a G - B * gauss b G) =
      fun G => A * gauss a G + -B * gauss b G := by
    funext G
    ring
  rw [hf]
  linear_combination h

/-- The Hartree self-energy of a single Gaussian of charge `q`. -/
theorem hartree_single (q : ℝ) {c : ℝ} (hc : 0 < c) :
    hartree (fun G => q * gauss c G) = q ^ 2 * √(c / (2 * π)) := by
  have hf : (fun G => q * gauss c G) = fun G => q * gauss c G - 0 * gauss c G := by
    funext G
    ring
  rw [hf, hartree_difference q 0 hc hc]
  ring

/-- Two Gaussians of different widths, with charges not both zero, have a strictly positive
Hartree self-energy. -/
theorem hartree_difference_pos {A B a b : ℝ} (ha : 0 < a) (hb : 0 < b) (hab : a ≠ b)
    (hAB : A ≠ 0 ∨ B ≠ 0) : 0 < hartree (fun G => A * gauss a G - B * gauss b G) := by
  rw [hartree_difference A B ha hb]
  have hp := Real.pi_pos
  have hx : 0 < √(a / (2 * π)) := Real.sqrt_pos.mpr (by positivity)
  have hy : 0 < √(b / (2 * π)) := Real.sqrt_pos.mpr (by positivity)
  have hx2 : √(a / (2 * π)) ^ 2 = a / (2 * π) := Real.sq_sqrt (by positivity)
  have hy2 : √(b / (2 * π)) ^ 2 = b / (2 * π) := Real.sq_sqrt (by positivity)
  have hz2 : √(a * b / (π * (a + b))) ^ 2 = a * b / (π * (a + b)) :=
    Real.sq_sqrt (by positivity)
  generalize √(a / (2 * π)) = x at *
  generalize √(b / (2 * π)) = y at *
  generalize √(a * b / (π * (a + b))) = z at *
  have hxy : x - y ≠ 0 := by
    intro h
    apply hab
    have h1 : a / (2 * π) = b / (2 * π) := by rw [← hx2, ← hy2, sub_eq_zero.mp h]
    exact (div_left_inj' (by positivity)).mp h1
  have key : z ^ 2 * (x ^ 2 + y ^ 2) = 2 * x ^ 2 * y ^ 2 := by
    rw [hx2, hy2, hz2]
    field_simp
  -- the mutual term is strictly below the geometric mean of the self terms
  have hz : z ^ 2 < x * y := by
    have hs : 0 < (x - y) ^ 2 := by positivity
    have h1 : z ^ 2 * (x ^ 2 + y ^ 2) < x * y * (x ^ 2 + y ^ 2) := by
      rw [key]
      nlinarith [mul_pos (mul_pos hx hy) hs]
    exact lt_of_mul_lt_mul_right h1 (by positivity)
  -- complete the square
  apply (mul_pos_iff_of_pos_left hx).mp
  have hsq : x * (A ^ 2 * x + B ^ 2 * y - 2 * A * B * z) =
      (A * x - B * z) ^ 2 + B ^ 2 * (x * y - z ^ 2) := by ring
  rw [hsq]
  by_cases hB : B = 0
  · have hA : A ≠ 0 := hAB.resolve_right (not_not.mpr hB)
    subst hB
    have h2 : 0 < (A * x) ^ 2 := by positivity
    linarith [h2, show (A * x - 0 * z) ^ 2 + 0 ^ 2 * (x * y - z ^ 2) = (A * x) ^ 2 by ring]
  · have h2 : 0 < B ^ 2 * (x * y - z ^ 2) := mul_pos (by positivity) (sub_pos.mpr hz)
    linarith [sq_nonneg (A * x - B * z)]

/-- For a neutral augmentation function made of two different Gaussians, every equal-charge
Gaussian replacement has strictly lower Hartree self-energy. -/
theorem neutral_replacement_lt {A a b c : ℝ} (ha : 0 < a) (hb : 0 < b) (hc : 0 < c)
    (hab : a ≠ b) (hA : A ≠ 0) :
    hartree (fun G => (A - A) * gauss c G) <
      hartree (fun G => A * gauss a G - A * gauss b G) := by
  have h := hartree_difference_pos ha hb hab (Or.inl hA : A ≠ 0 ∨ A ≠ 0)
  rw [hartree_single (A - A) hc]
  simpa using h

/-- For a charged augmentation function of the form `A * gauss a G - B * gauss b G`, with `a, b >
0`, exactly one exponent `c > 0` makes the equal-charge Gaussian replacement reproduce the Hartree
self-energy, and it is given explicitly. -/
theorem charged_replacement_matches_iff {A B a b : ℝ} (ha : 0 < a) (hb : 0 < b)
    (hAB : A ≠ B) :
    0 < 2 * π * hartree (fun G => A * gauss a G - B * gauss b G) ^ 2 / (A - B) ^ 4 ∧
    ∀ c : ℝ, 0 < c →
      (hartree (fun G => (A - B) * gauss c G) =
          hartree (fun G => A * gauss a G - B * gauss b G) ↔
        c = 2 * π * hartree (fun G => A * gauss a G - B * gauss b G) ^ 2 / (A - B) ^ 4) := by
  have hp := Real.pi_pos
  have hq : A - B ≠ 0 := sub_ne_zero.mpr hAB
  have hE : 0 < hartree (fun G => A * gauss a G - B * gauss b G) := by
    by_cases hab : a = b
    · subst hab
      have hf : (fun G => A * gauss a G - B * gauss a G) = fun G => (A - B) * gauss a G := by
        funext G
        ring
      rw [hf, hartree_single (A - B) ha]
      have hs : 0 < √(a / (2 * π)) := Real.sqrt_pos.mpr (by positivity)
      positivity
    · refine hartree_difference_pos ha hb hab ?_
      by_contra h
      push Not at h
      exact hAB (h.1.trans h.2.symm)
  generalize hartree (fun G => A * gauss a G - B * gauss b G) = E at *
  refine ⟨by positivity, fun c hc => ?_⟩
  rw [hartree_single (A - B) hc, eq_div_iff (pow_ne_zero 4 hq)]
  have hs : 2 * π * √(c / (2 * π)) ^ 2 = c := by
    rw [Real.sq_sqrt (by positivity)]
    exact mul_div_cancel₀ c (by positivity)
  have hs0 : 0 ≤ √(c / (2 * π)) := Real.sqrt_nonneg _
  generalize √(c / (2 * π)) = t at *
  constructor
  · intro h
    rw [← h]
    linear_combination -(A - B) ^ 4 * hs
  · intro h
    -- both energies are nonnegative, so it suffices to compare squares
    apply (sq_eq_sq₀ (by positivity) hE.le).mp
    apply mul_left_cancel₀ (show 2 * π ≠ 0 by positivity)
    linear_combination h + (A - B) ^ 4 * hs

end

end AugmentationPseudization
```

```lean
#print axioms AugmentationPseudization.neutral_replacement_lt
#print axioms AugmentationPseudization.charged_replacement_matches_iff
```

```
'AugmentationPseudization.neutral_replacement_lt' depends on axioms: [propext, Classical.choice, Quot.sound]
'AugmentationPseudization.charged_replacement_matches_iff' depends on axioms: [propext, Classical.choice, Quot.sound]
```

## From the overlap to the two energies

`gauss_mul_gauss` adds the arguments of the two exponentials, and `gauss_mul_integrable` supplies the integrability needed to exchange sum and integral. `gauss_overlap` applies Mathlib's half-line Gaussian integral, then pulls the factor \((2\pi)^2\) out of the root to reach the form with \(\pi\) in front.

In `hartree_sum`, the local statement `h` expands the square into pair products. `integral_finsetSum` is used twice, once for each summation index, and `gauss_overlap` evaluates each remaining integral. The prefactor \(1/\pi\) then cancels the \(\pi\) in the overlap.

`hartree_difference` applies this sum to the charges `![A, -B]` and the exponents `![a, b]`; its local statement `diag` simplifies the diagonal roots. `hartree_single` is the same formula with the second charge set to zero.

## Positivity and the matching width

In `hartree_difference_pos`, `key` is the identity \(z^2(x^2+y^2)=2x^2y^2\). The tactic `nlinarith` receives the positive product \(xy(x-y)^2\) and derives the strict inequality, from which the common factor \(x^2+y^2\) is cancelled to give `hz`. The identity `hsq` is the completed square, and the case split on `B = 0` follows the argument by hand.

`neutral_replacement_lt` combines this positivity with the vanishing energy of the replacement. In `charged_replacement_matches_iff`, positivity of the original energy is established separately for equal and different exponents. One direction of the equivalence substitutes the energy equation. The other uses `sq_eq_sq₀` to pass from equal squares to equal energies, which is where nonnegativity enters.

## How `generalize` turns roots into variables

The comparison of energies turns on the tactic `generalize`. Square roots of fractions containing \(\pi\) are awkward for algebraic tactics, whereas the inequality itself is polynomial in \(x\), \(y\) and \(z\). The proof first records what it needs: `hx` and `hy` say that two roots are positive, while `hx2`, `hy2` and `hz2` give the squares of all three. Then

`generalize √(a / (2 * π)) = x at *`

replaces that root by a new variable `x` in the goal and in every hypothesis. The other two roots become `y` and `z` in the same way.

After this step Lean no longer knows that `x` came from a square root; it knows only the recorded facts. The order therefore matters, because a property not stated beforehand would be lost. What remains is the algebra done by hand, which `ring` and `nlinarith` can handle. The last theorem does the same with the whole energy, which becomes a positive number `E`. Once `hartree_single` has evaluated the energy of the replacement, solving for the width involves no integral at all.
